# A polynomial second-order correction to the ground state of the quartic oscillator requires the energy coefficient −21/8

Let $L(P) = -\tfrac12 P'' + xP'$ on real polynomials. The polynomial $P_1 = -\tfrac14x^4 - \tfrac34x^2$ solves $L(P_1) = \tfrac34 - x^4$, and the equation

$$L(P_2) = -\left(x^4 - \tfrac34\right)P_1 + E$$

has a polynomial solution if and only if $E = -\tfrac{21}{8}$. These are the first two orders of ground-state perturbation theory for $H(g) = -\tfrac12\frac{d^2}{dx^2} + \tfrac12x^2 + gx^4$, in units $\hbar=m=\omega=1$. They give the correction, through order $g^2$, to the zero-point energy of a one-dimensional vibration whose only anharmonic term is $gx^4$, with small $g>0$. A cubic term in the potential, which this model leaves out, would contribute as well.

## From the Schrödinger equation to coefficients

Write $\psi = Pe^{-x^2/2}$. Then $\psi' = (P' - xP)e^{-x^2/2}$, and a second differentiation gives $\psi'' = (P'' - 2xP' + (x^2-1)P)e^{-x^2/2}$. Hence

$$H(g)\psi = \left(\tfrac12P + L(P) + gx^4P\right)e^{-x^2/2}.$$

Insert $P = 1 + gP_1 + g^2P_2$ and the energy $\tfrac12 + gE_1 + g^2E$. Orders $g$ and $g^2$ read

$$L(P_1) = E_1 - x^4,\qquad L(P_2) = -(x^4 - E_1)P_1 + E.$$

On powers, $L(x^n) = nx^n - \tfrac{n(n-1)}2x^{n-2}$. Therefore

$$L(P_1) = -\tfrac14(4x^4 - 6x^2) - \tfrac34(2x^2 - 1) = \tfrac34 - x^4,$$

so $E_1 = \tfrac34$. The second-order source is

$$-\left(x^4-\tfrac34\right)P_1 = \tfrac14x^8 + \tfrac34x^6 - \tfrac3{16}x^4 - \tfrac9{16}x^2.$$

With $P_2 = ax^8 + bx^6 + cx^4 + dx^2$, comparing coefficients from the top down gives

- $8a = \tfrac14$, so $a = \tfrac1{32}$;
- $6b - 28a = \tfrac34$, so $b = \tfrac{13}{48}$;
- $4c - 15b = -\tfrac3{16}$, so $c = \tfrac{31}{32}$;
- $2d - 6c = -\tfrac9{16}$, so $d = \tfrac{21}8$;
- $-d = E$, so $E = -\tfrac{21}8$.

No other $E$ works. If $P$ and $R$ solve the equation with constants $E$ and $F$, then $L(R-P) = F-E$. But $L$ multiplies the leading coefficient of a polynomial of degree $n\ge1$ by $n$, so $R-P$ must be constant. Then $L(R-P)=0$ and $F=E$.

## The oscillator and its polynomial factor in Lean

```lean
import Mathlib

open Polynomial

namespace QuarticOscillator

noncomputable section
```

Wave functions are written as `wave P`, with `P : ℝ[X]` a real polynomial, and are not normalised. A nonzero `P` represents a state.

```lean
/-- The wave function `P(x) exp(-x²/2)` with polynomial factor `P`. -/
def wave (P : ℝ[X]) : ℝ → ℝ := fun x => P.eval x * Real.exp (-x ^ 2 / 2)
```

The Hamiltonian acts on functions through actual second derivatives, in units $\hbar=m=\omega=1$; `g` may be any real number in the definition and the identities below, but for $g<0$ the potential is unbounded below and there is no ground state.

```lean
/-- The quartic oscillator `H(g) = -(1/2) d²/dx² + x²/2 + g x⁴`, in units with
`ħ = m = ω = 1`. -/
def hamiltonian (g : ℝ) (ψ : ℝ → ℝ) (x : ℝ) : ℝ :=
  -(1 / 2) * deriv (deriv ψ) x + (x ^ 2 / 2 + g * x ^ 4) * ψ x
```

`reducedH` is $L$, acting on polynomials by formal differentiation.

```lean
/-- The operator `L(P) = x P' - P''/2` on real polynomials. -/
def reducedH (P : ℝ[X]) : ℝ[X] :=
  X * derivative P - C (1 / 2) * derivative (derivative P)
```

The two corrections have no constant term, which fixes the total polynomial factor to be 1 at $x=0$.

```lean
/-- The first-order polynomial `P1 = -x⁴/4 - 3x²/4`. -/
def firstOrder : ℝ[X] := C (-1 / 4) * X ^ 4 + C (-3 / 4) * X ^ 2

/-- The second-order polynomial `P2 = x⁸/32 + 13x⁶/48 + 31x⁴/32 + 21x²/8`. -/
def secondOrder : ℝ[X] :=
  C (1 / 32) * X ^ 8 + C (13 / 48) * X ^ 6 + C (31 / 32) * X ^ 4 + C (21 / 8) * X ^ 2
```

The next two theorems connect $L$ to the Hamiltonian. The first is the product rule; applying it twice gives the second.

```lean
/-- Differentiating `P exp(-x²/2)` replaces the polynomial factor `P` by `P' - x P`. -/
theorem deriv_wave (P : ℝ[X]) : deriv (wave P) = wave (derivative P - X * P) := by
  funext x
  have h : HasDerivAt (fun y : ℝ => -y ^ 2 / 2) (-x) x :=
    ((hasDerivAt_pow 2 x).fun_neg.div_const 2).congr_deriv (by norm_num; ring)
  have hp := (P.hasDerivAt x).fun_mul h.exp
  calc deriv (wave P) x = _ := hp.deriv
    _ = wave (derivative P - X * P) x := by
      simp only [wave, eval_sub, eval_mul, eval_X]
      ring

/-- On a polynomial times the Gaussian, `H(g)` acts on the polynomial factor as
`1/2 + L + g x⁴`. -/
theorem hamiltonian_wave (g : ℝ) (P : ℝ[X]) (x : ℝ) :
    hamiltonian g (wave P) x = wave (C (1 / 2) * P + reducedH P + C g * X ^ 4 * P) x := by
  rw [hamiltonian, deriv_wave, deriv_wave]
  simp only [wave, reducedH, derivative_sub, derivative_mul, derivative_X, eval_sub,
    eval_add, eval_mul, eval_pow, eval_X, eval_C, eval_one]
  ring
```

## One energy for each source

```lean
/-- The operator `L` is linear. -/
theorem reducedH_linear (a b : ℝ) (P Q : ℝ[X]) :
    reducedH (C a * P + C b * Q) = C a * reducedH P + C b * reducedH Q := by
  simp only [reducedH, derivative_add, derivative_C_mul]
  ring
```

The uniqueness argument uses the forward direction of the following equivalence, in particular its conclusion $c=0$. For degree $m+1$, the proof computes coefficient $m+1$ of $L(P)$; the contribution of $P''$ vanishes because it involves coefficient $m+3$ of $P$.

```lean
/-- `L(P)` is a constant `c` exactly when `c = 0` and `P` is itself constant. -/
theorem reducedH_eq_const_iff (P : ℝ[X]) (c : ℝ) :
    reducedH P = C c ↔ c = 0 ∧ ∃ a, P = C a := by
  constructor
  · intro h
    have hd : P.natDegree = 0 := by
      by_contra hn
      obtain ⟨m, hm⟩ := Nat.exists_eq_succ_of_ne_zero hn
      have hm' : P.natDegree = m + 1 := hm
      -- the leading coefficient of `P` is multiplied by the degree
      have h1 : (reducedH P).coeff (m + 1) = ((m : ℝ) + 1) * P.coeff (m + 1) := by
        rw [reducedH, coeff_sub, coeff_X_mul, coeff_C_mul, coeff_derivative,
          coeff_derivative, coeff_derivative,
          coeff_eq_zero_of_natDegree_lt (show P.natDegree < m + 1 + 1 + 1 by omega)]
        ring
      rw [h, coeff_C_succ] at h1
      have h2 : P.coeff (m + 1) ≠ 0 := by
        rw [← hm', coeff_natDegree, leadingCoeff_ne_zero]
        intro h0
        exact hn (by rw [h0, natDegree_zero])
      exact mul_ne_zero (by positivity) h2 h1.symm
    have hP := eq_C_of_natDegree_eq_zero hd
    have h0 : C c = (0 : ℝ[X]) := by
      rw [← h, hP]
      simp [reducedH]
    exact ⟨C_eq_zero.mp h0, _, hP⟩
  · rintro ⟨rfl, a, rfl⟩
    simp [reducedH]
```

Existence is a two-step recursion. If $L(P)=x^n+E$, then $\frac{x^{n+2}}{n+2} + \frac{n+1}2P$ solves the equation for $x^{n+2}$, with constant $\frac{n+1}2E$.

```lean
/-- For every power `xⁿ` there is a constant `E` such that `L(P) = xⁿ + E` has a
polynomial solution. -/
theorem solvable_pow : ∀ n : ℕ, ∃ (E : ℝ) (P : ℝ[X]), reducedH P = X ^ n + C E
  | 0 => ⟨-1, 0, by simp [reducedH]⟩
  | 1 => ⟨0, X, by simp [reducedH]⟩
  | n + 2 => by
    obtain ⟨E, P, h⟩ := solvable_pow n
    -- `L` maps `xⁿ⁺²` to a multiple of itself plus a multiple of `xⁿ`
    have hX : reducedH (X ^ (n + 2)) =
        C ((n : ℝ) + 2) * X ^ (n + 2) - C (((n : ℝ) + 2) * (n + 1) / 2) * X ^ n := by
      rw [reducedH, derivative_X_pow_succ, derivative_C_mul, derivative_X_pow_succ]
      apply Polynomial.funext
      intro x
      simp only [eval_sub, eval_mul, eval_C, eval_X, eval_pow]
      push_cast
      ring
    refine ⟨((n : ℝ) + 1) / 2 * E,
      C (1 / ((n : ℝ) + 2)) * X ^ (n + 2) + C (((n : ℝ) + 1) / 2) * P, ?_⟩
    rw [reducedH_linear, hX, h]
    apply Polynomial.funext
    intro x
    simp only [eval_add, eval_sub, eval_mul, eval_C, eval_X, eval_pow]
    have hi : 1 / ((n : ℝ) + 2) * ((n : ℝ) + 2) = 1 :=
      one_div_mul_cancel (by positivity)
    linear_combination (x ^ (n + 2) - ((n : ℝ) + 1) / 2 * x ^ n) * hi
```

Linearity extends this from powers to every polynomial source `Q`. Subtracting two solutions then gives uniqueness, as above.

```lean
/-- For every polynomial source `Q` there is exactly one constant `E` for which
`L(P) = Q + E` has a polynomial solution. -/
theorem existsUnique_energy (Q : ℝ[X]) : ∃! E : ℝ, ∃ P, reducedH P = Q + C E := by
  have hex : ∃ (E : ℝ) (P : ℝ[X]), reducedH P = Q + C E := by
    refine Polynomial.induction_on' Q ?_ ?_
    · rintro p q ⟨E, P, hP⟩ ⟨F, R, hR⟩
      refine ⟨E + F, C 1 * P + C 1 * R, ?_⟩
      rw [reducedH_linear, hP, hR]
      simp only [map_one, map_add]
      ring
    · intro n a
      obtain ⟨E, P, h⟩ := solvable_pow n
      refine ⟨a * E, C a * P + C 0 * 0, ?_⟩
      rw [reducedH_linear, h, ← C_mul_X_pow_eq_monomial]
      simp only [map_zero, map_mul]
      ring
  obtain ⟨E, P, hP⟩ := hex
  refine ⟨E, ⟨P, hP⟩, ?_⟩
  rintro F ⟨R, hR⟩
  -- the difference of two solutions is mapped to the constant `F - E`
  have hd : reducedH (C 1 * R + C (-1) * P) = C (F - E) := by
    rw [reducedH_linear, hP, hR]
    simp only [map_one, map_neg, map_sub]
    ring
  exact sub_eq_zero.mp ((reducedH_eq_const_iff _ _).mp hd).1
```

## The first two orders and the remainder

Both explicit solutions are checked by evaluating the two sides at an arbitrary `x` and comparing with `ring`.

```lean
/-- The polynomial `P1` solves the first-order equation `L(P1) = 3/4 - x⁴`. -/
theorem firstOrder_eq : reducedH firstOrder = C (3 / 4) - X ^ 4 := by
  apply Polynomial.funext
  intro x
  simp only [reducedH, firstOrder, derivative_add, derivative_C_mul, derivative_X_pow,
    eval_add, eval_sub, eval_mul, eval_C, eval_X, eval_pow]
  push_cast
  ring

/-- The polynomial `P2` solves `L(P2) = -(x⁴ - 3/4) P1 - 21/8`. -/
theorem secondOrder_eq :
    reducedH secondOrder = -(X ^ 4 - C (3 / 4)) * firstOrder + C (-21 / 8) := by
  apply Polynomial.funext
  intro x
  simp only [reducedH, firstOrder, secondOrder, derivative_add, derivative_C_mul,
    derivative_X_pow, eval_add, eval_sub, eval_neg, eval_mul, eval_C, eval_X, eval_pow]
  push_cast
  ring
```

The equivalence combines the explicit solution with uniqueness of the constant.

```lean
/-- The second-order equation `L(P) = -(x⁴ - 3/4) P1 + E` has a polynomial solution
if and only if `E = -21/8`. -/
theorem second_order_energy (E : ℝ) :
    (∃ P, reducedH P = -(X ^ 4 - C (3 / 4)) * firstOrder + C E) ↔ E = -21 / 8 := by
  constructor
  · intro h
    exact (existsUnique_energy _).unique h ⟨secondOrder, secondOrder_eq⟩
  · rintro rfl
    exact ⟨secondOrder, secondOrder_eq⟩
```

The last theorem returns to the full Schrödinger equation. It is an exact pointwise identity for the residual, and does not bound the distance to an eigenvalue of $H(g)$.

```lean
/-- With polynomial factor `1 + g P1 + g² P2` and energy `1/2 + 3g/4 - 21g²/8`, the
Schrödinger equation of the quartic oscillator holds up to the stated remainder, which
carries a factor `g³`. -/
theorem schrodinger_remainder (g x : ℝ) :
    hamiltonian g (wave (1 + C g * firstOrder + C (g ^ 2) * secondOrder)) x
      - (1 / 2 + 3 / 4 * g - 21 / 8 * g ^ 2)
        * wave (1 + C g * firstOrder + C (g ^ 2) * secondOrder) x
      = g ^ 3 * wave ((X ^ 4 - C (3 / 4)) * secondOrder
          + C (21 / 8) * (firstOrder + C g * secondOrder)) x := by
  have hL : reducedH (1 + C g * firstOrder + C (g ^ 2) * secondOrder)
      = C g * reducedH firstOrder + C (g ^ 2) * reducedH secondOrder := by
    simp only [reducedH, derivative_add, derivative_C_mul, derivative_one, map_zero]
    ring
  -- the orders `g` and `g²` cancel by the two perturbation equations
  rw [hamiltonian_wave, hL, firstOrder_eq, secondOrder_eq]
  simp only [wave, eval_add, eval_sub, eval_neg, eval_mul, eval_C, eval_X, eval_pow,
    eval_one]
  ring

end

end QuarticOscillator
```

```lean
#print axioms QuarticOscillator.second_order_energy
#print axioms QuarticOscillator.schrodinger_remainder
```

```
'QuarticOscillator.second_order_energy' depends on axioms: [propext, Classical.choice, Quot.sound]
'QuarticOscillator.schrodinger_remainder' depends on axioms: [propext, Classical.choice, Quot.sound]
```

## Higher orders, and normalisability in place of polynomials

To calculate further terms of the series, each $P_k$ can be stored as a list of rational coefficients. With $P_0=1$ and $P_k(0)=0$ for $k\ge1$, order $k$ reads

$$L(P_k) = -x^4P_{k-1} + \sum_{j=1}^{k}E_jP_{k-j}.$$

The coefficients follow from the highest power downwards, and the constant term gives $E_k$ as minus the $x^2$ coefficient of $P_k$. The resulting energy series diverges for every $g\ne0$, so at fixed $g>0$ adding more terms eventually makes the result worse.

The restriction to polynomials does the work of a boundary condition: if $P_2$ could be any smooth function, the differential equation would be solvable for every $E$. A model in $L^2(\mathbb R)$ would instead require the source, including $E$ and multiplied by $e^{-x^2/2}$, to be orthogonal to the Gaussian ground state $e^{-x^2/2}$. The energy would then appear as an integral, and the development would need integrability and operator domains.
